# One- and two-body Hamiltonians do not couple determinants that differ by more than two spin orbitals

My configuration-interaction code builds all its determinants from one orthonormal set of spin orbitals. Before it looks up any integrals for a pair of determinants, it counts the spin orbitals occupied in the first and empty in the second. If there are more than two, it sets the Hamiltonian matrix element to zero and moves on. For a double excitation it uses a single antisymmetrised integral with a sign. I know the usual argument in second quantisation, but I would like to see both steps made rigorous, signs included, and checked by machine. How does that go?

## Two creators can fill at most two new orbitals

Number the spin orbitals and write a determinant as the set $T$ of its occupied orbitals. Let $\sigma_p(T)=(-1)^{m}$, where $m$ is the number of orbitals in $T$ below $p$. The creator and annihilator act by

$$c_p|T\rangle=\sigma_p(T)\,|T\cup\{p\}\rangle\ (p\notin T),\qquad a_p|T\rangle=\sigma_p(T)\,|T\setminus\{p\}\rangle\ (p\in T),$$

and give zero otherwise. The Hamiltonian is

$$H=\sum_{pq}h_{pq}\,c_pa_q+\tfrac12\sum_{pqrs}g_{pqrs}\,c_pc_qa_sa_r,\qquad g_{pqrs}=\langle pq|rs\rangle .$$

Here $h_{pq}$ is the one-electron integral between spin orbitals $p$ and $q$, and $\langle pq|rs\rangle$ is the two-electron integral in physicists' ordering, with $p$ and $r$ on the first electron and $q$ and $s$ on the second. Suppose a term connects $T$ to $S$. Its annihilators first take $T$ to some $U\subseteq T$, and its creators then take $U$ to $S\supseteq U$. An orbital in $S\setminus T$ is not in $U$, so a creator must have filled it. Likewise, an orbital in $T\setminus S$ must have been annihilated. No term has more than two creators, so $\langle S|H|T\rangle=0$ when $|S\setminus T|>2$. The signs play no part in this.

They matter for a double excitation, $S\setminus T=\{p,q\}$ and $T\setminus S=\{r,s\}$ with $p\neq q$ and $r\neq s$. For $p<q$, both empty in $T$,

$$c_pc_q|T\rangle=\sigma_q(T)\sigma_p(T)\,|T\cup\{p,q\}\rangle,\qquad c_qc_p|T\rangle=-\sigma_p(T)\sigma_q(T)\,|T\cup\{p,q\}\rangle,$$

because filling $p$ changes the count below $q$, but not conversely. If either orbital is occupied, or if $p=q$, both products vanish. Hence $c_pc_q=-c_qc_p$. Removing $p$ does not alter the count below $p$, so $a_p=c_p^\dagger$, and taking adjoints gives $a_pa_q=-a_qa_p$.

The one-body terms now vanish, having only one creator. In the two-body sum the created pair must be $(p,q)$ or $(q,p)$, and the annihilated pair $(r,s)$ or $(s,r)$. With $X=\langle S|c_pc_qa_sa_r|T\rangle$, the four surviving terms give

$$\langle S|H|T\rangle=\tfrac12\,(g_{pqrs}-g_{pqsr}-g_{qprs}+g_{qpsr})\,X=(g_{pqrs}-g_{pqsr})\,X,$$

where the last step uses $g_{pqrs}=g_{qpsr}$. All four operators in $X$ act on orbitals with the required occupation, so $X$ is a product of four signs, $\pm1$.

## Determinants as finite sets, operators as matrices

In Lean, an orbital is an element of `Fin n`, a determinant is a `Finset (Fin n)`, and an operator is a complex matrix `FockOp n` whose entry `M S T` is $\langle S|M|T\rangle$. The determinants thus serve as an orthonormal basis of a finite Fock space. `jwSign p T` is $\sigma_p(T)$, and `twoBody p q r s` is $c_pc_qa_sa_r$, with the last two indices reversed in the product.

`slater_condon_selection` says that `hamiltonian h g S T = 0` if `2 < (S \ T).card`. The coefficients are arbitrary complex numbers, so every linear combination of the two operator types is covered; neither Hermiticity nor equal electron numbers are assumed.

`double_excitation_phase` says that $X$ is $1$ or $-1$, so the threshold of two cannot be lowered once there are at least four spin orbitals, the number a double excitation needs. `slater_condon_double` gives the antisymmetrised integral times $X$. Its hypothesis `hg` is the symmetry $g_{pqrs}=g_{qpsr}$, which expresses that relabelling two identical electrons leaves their interaction unchanged.

The integrals enter as given numbers, not computed from orbitals. The Slater-Condon formulas for diagonal elements and single excitations are not treated, nor are three-body interactions or non-orthogonal orbitals.

```lean
import Mathlib

open Matrix

namespace SlaterCondonRules

noncomputable section

variable {n : ℕ}

/-- Operators on Fock space, as matrices between determinants (sets of occupied orbitals). -/
abbrev FockOp (n : ℕ) := Matrix (Finset (Fin n)) (Finset (Fin n)) ℂ

/-- The Jordan-Wigner sign: minus one to the number of occupied orbitals below `p`. -/
def jwSign (p : Fin n) (T : Finset (Fin n)) : ℂ := (-1) ^ (T.filter (· < p)).card

/-- The creation operator fills the empty orbital `p`, with the Jordan-Wigner sign. -/
def create (p : Fin n) : FockOp n :=
  Matrix.of fun S T => if p ∉ T ∧ S = insert p T then jwSign p T else 0

/-- The annihilation operator empties the filled orbital `p`, with the Jordan-Wigner sign. -/
def annihilate (p : Fin n) : FockOp n :=
  Matrix.of fun S T => if p ∈ T ∧ S = T.erase p then jwSign p T else 0

/-- A product of creators followed on the right by a product of annihilators. -/
def ladderString (ps qs : List (Fin n)) : FockOp n :=
  (ps.map create).prod * (qs.map annihilate).prod

/-- The two-body operator `c(p) c(q) a(s) a(r)`. -/
def twoBody (p q r s : Fin n) : FockOp n :=
  create p * create q * annihilate s * annihilate r

/-- The Hamiltonian with one-body integrals `h` and two-body integrals `g p q r s = ⟨pq|rs⟩`. -/
def hamiltonian (h : Fin n → Fin n → ℂ) (g : Fin n → Fin n → Fin n → Fin n → ℂ) : FockOp n :=
  (∑ p, ∑ q, h p q • (create p * annihilate q)) +
    (1 / 2 : ℂ) • (∑ p, ∑ q, ∑ r, ∑ s, g p q r s • twoBody p q r s)

/-- Filling an orbital `q` flips the sign of `p` exactly when `q` lies below `p`. -/
theorem jwSign_insert (p : Fin n) {q : Fin n} {T : Finset (Fin n)} (hq : q ∉ T) :
    jwSign p (insert q T) = if q < p then -jwSign p T else jwSign p T := by
  unfold jwSign
  rw [Finset.filter_insert]
  split_ifs with h
  · rw [Finset.card_insert_of_notMem (by simp [hq]), pow_succ]
    ring
  · rfl

/-- Matrix elements of an operator applied after a creator. -/
theorem mul_create (A : FockOp n) (p : Fin n) (S T : Finset (Fin n)) :
    (A * create p) S T = if p ∈ T then 0 else A S (insert p T) * jwSign p T := by
  by_cases hp : p ∈ T <;> simp [Matrix.mul_apply, create, hp]

/-- Creation operators anticommute. -/
theorem create_anticomm (p q : Fin n) : create p * create q = -(create q * create p) := by
  have key : ∀ p q : Fin n, p < q → create p * create q = -(create q * create p) := by
    intro p q h
    ext S T
    rw [Matrix.neg_apply, mul_create, mul_create]
    by_cases hp : p ∈ T
    · simp [create, hp]
    by_cases hq : q ∈ T
    · simp [create, hq]
    have e : insert p (insert q T) = insert q (insert p T) := Finset.insert_comm p q T
    -- only the upper orbital sees the lower one, so exactly one sign flips
    by_cases hS : S = insert q (insert p T)
    · simp [create, hp, hq, h.ne, h.ne', e, hS, jwSign_insert, h, lt_asymm h]
      ring
    · simp [create, e, hS]
  rcases lt_trichotomy p q with h | h | h
  · exact key p q h
  · subst h
    ext S T
    rw [Matrix.neg_apply, mul_create]
    simp [create]
  · rw [key q p h, neg_neg]

/-- The annihilation operator is the adjoint of the creation operator. -/
theorem annihilate_eq_adjoint (p : Fin n) : annihilate p = (create p)ᴴ := by
  ext S T
  rw [Matrix.conjTranspose_apply]
  by_cases h : p ∈ T ∧ S = T.erase p
  · obtain ⟨hp, rfl⟩ := h
    have e := jwSign_insert p (Finset.notMem_erase p T)
    rw [Finset.insert_erase hp, if_neg (lt_irrefl p)] at e
    have hs : star (jwSign p T) = jwSign p T := by simp [jwSign]
    have e1 : annihilate p (T.erase p) T = jwSign p T := by simp [annihilate, hp]
    have e2 : create p T (T.erase p) = jwSign p (T.erase p) := by
      simp [create, Finset.insert_erase hp]
    rw [e1, e2, ← e, hs]
  · have h' : ¬(p ∉ S ∧ T = insert p S) := by
      rintro ⟨hS, rfl⟩
      exact h ⟨Finset.mem_insert_self p S, (Finset.erase_insert hS).symm⟩
    simp only [annihilate, create, Matrix.of_apply]
    rw [if_neg h, if_neg h', star_zero]

/-- Annihilation operators anticommute. -/
theorem annihilate_anticomm (p q : Fin n) :
    annihilate p * annihilate q = -(annihilate q * annihilate p) := by
  rw [annihilate_eq_adjoint p, annihilate_eq_adjoint q, ← Matrix.conjTranspose_mul,
    ← Matrix.conjTranspose_mul, create_anticomm q p, Matrix.conjTranspose_neg]

/-- If a string connects `T` to `S`, the newly filled orbitals are among those created and the
newly emptied ones among those annihilated. -/
theorem ladderString_support (ps qs : List (Fin n)) (S T : Finset (Fin n))
    (h : ladderString ps qs S T ≠ 0) : S \ T ⊆ ps.toFinset ∧ T \ S ⊆ qs.toFinset := by
  have hc : ∀ (ps : List (Fin n)) (S T : Finset (Fin n)),
      (ps.map create).prod S T ≠ 0 → T ⊆ S ∧ ∀ x ∈ S, x ∉ T → x ∈ ps := by
    intro ps
    induction ps with
    | nil =>
      intro S T h
      have e : S = T := by
        by_contra hne
        exact h (by simp [hne])
      subst e
      exact ⟨subset_rfl, fun x hx hx' => absurd hx hx'⟩
    | cons p ps ih =>
      intro S T h
      rw [List.map_cons, List.prod_cons, Matrix.mul_apply] at h
      obtain ⟨U, -, hU⟩ := Finset.exists_ne_zero_of_sum_ne_zero h
      have e : S = insert p U := by
        by_contra hne
        exact left_ne_zero_of_mul hU (by simp [create, hne])
      obtain ⟨h1, h2⟩ := ih U T (right_ne_zero_of_mul hU)
      subst e
      refine ⟨h1.trans (Finset.subset_insert p U), fun x hx hx' => ?_⟩
      rcases Finset.mem_insert.mp hx with hx | hx
      · simp [hx]
      · exact List.mem_cons_of_mem p (h2 x hx hx')
  have ha : ∀ (qs : List (Fin n)) (S T : Finset (Fin n)),
      (qs.map annihilate).prod S T ≠ 0 → S ⊆ T ∧ ∀ x ∈ T, x ∉ S → x ∈ qs := by
    intro qs
    induction qs with
    | nil =>
      intro S T h
      have e : S = T := by
        by_contra hne
        exact h (by simp [hne])
      subst e
      exact ⟨subset_rfl, fun x hx hx' => absurd hx hx'⟩
    | cons q qs ih =>
      intro S T h
      rw [List.map_cons, List.prod_cons, Matrix.mul_apply] at h
      obtain ⟨U, -, hU⟩ := Finset.exists_ne_zero_of_sum_ne_zero h
      have e : S = U.erase q := by
        by_contra hne
        exact left_ne_zero_of_mul hU (by simp [annihilate, hne])
      obtain ⟨h1, h2⟩ := ih U T (right_ne_zero_of_mul hU)
      subst e
      refine ⟨(Finset.erase_subset q U).trans h1, fun x hx hx' => ?_⟩
      by_cases hxq : x = q
      · simp [hxq]
      · exact List.mem_cons_of_mem q
          (h2 x hx fun hxU => hx' (Finset.mem_erase.mpr ⟨hxq, hxU⟩))
  -- pass through the intermediate determinant `U`, contained in both `S` and `T`
  rw [ladderString, Matrix.mul_apply] at h
  obtain ⟨U, -, hU⟩ := Finset.exists_ne_zero_of_sum_ne_zero h
  obtain ⟨h1, h2⟩ := hc ps S U (left_ne_zero_of_mul hU)
  obtain ⟨h3, h4⟩ := ha qs U T (right_ne_zero_of_mul hU)
  constructor <;> intro x hx <;> rw [Finset.mem_sdiff] at hx <;> rw [List.mem_toFinset]
  · exact h2 x hx.1 fun hxU => hx.2 (h3 hxU)
  · exact h4 x hx.1 fun hxU => hx.2 (h1 hxU)

/-- A string with `k` creators has no matrix element between determinants `S` and `T` when more
than `k` orbitals of `S` are empty in `T`. -/
theorem ladderString_selection (ps qs : List (Fin n)) (S T : Finset (Fin n))
    (h : ps.length < (S \ T).card) : ladderString ps qs S T = 0 := by
  by_contra h0
  have h1 := Finset.card_le_card (ladderString_support ps qs S T h0).1
  have h2 := List.toFinset_card_le ps
  omega

/-- Slater-Condon selection rule: the Hamiltonian has no matrix element between determinants
`S` and `T` when more than two orbitals of `S` are empty in `T`. -/
theorem slater_condon_selection (h : Fin n → Fin n → ℂ)
    (g : Fin n → Fin n → Fin n → Fin n → ℂ) (S T : Finset (Fin n))
    (hST : 2 < (S \ T).card) : hamiltonian h g S T = 0 := by
  have h1 : ∀ p q : Fin n, (create p * annihilate q) S T = 0 := fun p q => by
    have := ladderString_selection [p] [q] S T (by simp only [List.length]; omega)
    simpa [ladderString] using this
  have h2 : ∀ p q r s : Fin n, twoBody p q r s S T = 0 := fun p q r s => by
    have e : twoBody p q r s = ladderString [p, q] [s, r] := by
      simp [twoBody, ladderString, mul_assoc]
    rw [e]
    exact ladderString_selection _ _ S T (by simp only [List.length]; omega)
  simp only [hamiltonian, Matrix.add_apply, Matrix.smul_apply, Matrix.sum_apply, smul_eq_mul,
    h1, h2, mul_zero, Finset.sum_const_zero, add_zero]

/-- Between determinants that differ by the double excitation `r, s → p, q`, the operator
`c(p) c(q) a(s) a(r)` has matrix element `1` or `-1`. -/
theorem double_excitation_phase {p q r s : Fin n} {S T : Finset (Fin n)} (hpq : p ≠ q)
    (hrs : r ≠ s) (hST : S \ T = {p, q}) (hTS : T \ S = {r, s}) :
    twoBody p q r s S T = 1 ∨ twoBody p q r s S T = -1 := by
  have mul_ann : ∀ (A : FockOp n) (x : Fin n) (V : Finset (Fin n)), x ∈ V →
      (A * annihilate x) S V = A S (V.erase x) * jwSign x V := fun A x V hx => by
    simp [Matrix.mul_apply, annihilate, hx]
  have hp : p ∈ S \ T := by simp [hST]
  have hq : q ∈ S \ T := by simp [hST]
  have hr : r ∈ T \ S := by simp [hTS]
  have hs : s ∈ T \ S := by simp [hTS]
  rw [Finset.mem_sdiff] at hp hq hr hs
  have hS : S = insert p (insert q ((T.erase r).erase s)) := by
    ext x
    have h1 := Finset.ext_iff.mp hST x
    have h2 := Finset.ext_iff.mp hTS x
    simp only [Finset.mem_sdiff, Finset.mem_insert, Finset.mem_singleton] at h1 h2
    simp only [Finset.mem_insert, Finset.mem_erase]
    tauto
  have hc : create p S (insert q ((T.erase r).erase s)) =
      jwSign p (insert q ((T.erase r).erase s)) := by
    simp only [create, Matrix.of_apply]
    exact if_pos ⟨by simp [hpq, hp.2], hS⟩
  have sgn : ∀ (x : Fin n) (V : Finset (Fin n)), jwSign x V = 1 ∨ jwSign x V = -1 :=
    fun x V => neg_one_pow_eq_or ℂ _
  rw [twoBody, mul_ann _ r T hr.1, mul_ann _ s _ (Finset.mem_erase.mpr ⟨hrs.symm, hs.1⟩),
    mul_create, if_neg (by simp [hq.2]), hc]
  rcases sgn p (insert q ((T.erase r).erase s)) with h1 | h1 <;>
    rcases sgn q ((T.erase r).erase s) with h2 | h2 <;>
    rcases sgn s (T.erase r) with h3 | h3 <;>
    rcases sgn r T with h4 | h4 <;> rw [h1, h2, h3, h4] <;> norm_num

/-- Between determinants that differ by the double excitation `r, s → p, q`, the Hamiltonian with
symmetric integrals, `g p q r s = g q p s r` for all indices, gives the antisymmetrised integral
`⟨pq|rs⟩ - ⟨pq|sr⟩` times the matrix element of `c(p) c(q) a(s) a(r)`. -/
theorem slater_condon_double (h : Fin n → Fin n → ℂ)
    (g : Fin n → Fin n → Fin n → Fin n → ℂ) (hg : ∀ p q r s, g p q r s = g q p s r)
    {p q r s : Fin n} {S T : Finset (Fin n)} (hpq : p ≠ q) (hrs : r ≠ s)
    (hST : S \ T = {p, q}) (hTS : T \ S = {r, s}) :
    hamiltonian h g S T = (g p q r s - g p q s r) * twoBody p q r s S T := by
  have h1 : ∀ a b : Fin n, (create a * annihilate b) S T = 0 := fun a b => by
    have := ladderString_selection [a] [b] S T (by rw [hST, Finset.card_pair hpq]; simp)
    simpa [ladderString] using this
  -- a double sum supported on one unordered pair has two terms
  have pairSum : ∀ (x y : Fin n) (f : Fin n → Fin n → ℂ), x ≠ y →
      (∀ a b, f a b ≠ 0 → (a = x ∧ b = y) ∨ (a = y ∧ b = x)) →
      ∑ a, ∑ b, f a b = f x y + f y x := by
    intro x y f hxy hf
    calc ∑ a, ∑ b, f a b = ∑ z : Fin n × Fin n, f z.1 z.2 := (Fintype.sum_prod_type' f).symm
      _ = ∑ z ∈ ({(x, y), (y, x)} : Finset (Fin n × Fin n)), f z.1 z.2 := by
        symm
        apply Finset.sum_subset (Finset.subset_univ _)
        intro z _ hz
        by_contra h0
        apply hz
        simpa [Prod.ext_iff] using hf z.1 z.2 h0
      _ = f x y + f y x := Finset.sum_pair (by simp [hxy])
  have pick : ∀ a b x y : Fin n, x ≠ y → ({x, y} : Finset (Fin n)) ⊆ [a, b].toFinset →
      (a = x ∧ b = y) ∨ (a = y ∧ b = x) := by
    intro a b x y hxy hsub
    have hx : x = a ∨ x = b := by simpa using hsub (show x ∈ ({x, y} : Finset (Fin n)) by simp)
    have hy : y = a ∨ y = b := by simpa using hsub (show y ∈ ({x, y} : Finset (Fin n)) by simp)
    clear hsub
    rcases hx with hx | hx <;> rcases hy with hy | hy
    · exact absurd (hx.trans hy.symm) hxy
    · exact Or.inl ⟨hx.symm, hy.symm⟩
    · exact Or.inr ⟨hy.symm, hx.symm⟩
    · exact absurd (hx.trans hy.symm) hxy
  have supp : ∀ a b c d : Fin n, twoBody a b c d S T ≠ 0 →
      ((a = p ∧ b = q) ∨ (a = q ∧ b = p)) ∧ ((c = r ∧ d = s) ∨ (c = s ∧ d = r)) := by
    intro a b c d h0
    have e : twoBody a b c d = ladderString [a, b] [d, c] := by
      simp [twoBody, ladderString, mul_assoc]
    rw [e] at h0
    obtain ⟨u, v⟩ := ladderString_support _ _ S T h0
    rw [hST] at u
    rw [hTS] at v
    have v' := pick d c r s hrs v
    exact ⟨pick a b p q hpq u, by tauto⟩
  have inner : ∀ a b : Fin n, ∑ c, ∑ d, g a b c d * twoBody a b c d S T =
      g a b r s * twoBody a b r s S T + g a b s r * twoBody a b s r S T := fun a b =>
    pairSum r s (fun c d => g a b c d * twoBody a b c d S T) hrs
      fun c d h0 => (supp a b c d (right_ne_zero_of_mul h0)).2
  have outer : ∑ a, ∑ b, ∑ c, ∑ d, g a b c d * twoBody a b c d S T =
      (∑ c, ∑ d, g p q c d * twoBody p q c d S T) +
        ∑ c, ∑ d, g q p c d * twoBody q p c d S T := by
    refine pairSum p q (fun a b => ∑ c, ∑ d, g a b c d * twoBody a b c d S T) hpq ?_
    intro a b h0
    obtain ⟨c, -, hc⟩ := Finset.exists_ne_zero_of_sum_ne_zero h0
    obtain ⟨d, -, hd⟩ := Finset.exists_ne_zero_of_sum_ne_zero hc
    exact (supp a b c d (right_ne_zero_of_mul hd)).1
  -- exchanging two creators or two annihilators changes the sign
  have swapC : ∀ c d : Fin n, twoBody q p c d S T = -twoBody p q c d S T := fun c d => by
    have e : twoBody q p c d = -twoBody p q c d := by
      unfold twoBody
      rw [create_anticomm q p, neg_mul, neg_mul]
    rw [e, Matrix.neg_apply]
  have swapA : twoBody p q s r S T = -twoBody p q r s S T := by
    have e : twoBody p q s r = -twoBody p q r s := by
      unfold twoBody
      rw [mul_assoc (create p * create q) (annihilate r) (annihilate s),
        annihilate_anticomm r s, mul_neg, ← mul_assoc]
    rw [e, Matrix.neg_apply]
  simp only [hamiltonian, Matrix.add_apply, Matrix.smul_apply, Matrix.sum_apply, smul_eq_mul,
    h1, mul_zero, Finset.sum_const_zero, zero_add]
  rw [outer, inner, inner, swapC, swapC, swapA, hg q p r s, hg q p s r]
  ring

end

end SlaterCondonRules
```

```lean
#print axioms SlaterCondonRules.slater_condon_selection
#print axioms SlaterCondonRules.double_excitation_phase
#print axioms SlaterCondonRules.slater_condon_double
```

```
'SlaterCondonRules.slater_condon_selection' depends on axioms: [propext, Classical.choice, Quot.sound]
'SlaterCondonRules.double_excitation_phase' depends on axioms: [propext, Classical.choice, Quot.sound]
'SlaterCondonRules.slater_condon_double' depends on axioms: [propext, Classical.choice, Quot.sound]
```

## From operator strings to the antisymmetrised integral

`jwSign_insert` records how filling one orbital changes another's sign, and `mul_create` evaluates a product ending in a creator. `create_anticomm` uses them for $p<q$, obtains $q<p$ by symmetry, and checks directly that both products vanish for $p=q$. `annihilate_eq_adjoint` compares matrix entries, and `annihilate_anticomm` takes adjoints.

The counting argument is `ladderString_support`. Two inductions, `hc` and `ha`, follow the creators and annihilators separately; a nonzero matrix product supplies the intermediate determinant $U$. `ladderString_selection` compares cardinalities, and the selection rule applies it to strings with one and two creators.

For the phase, the proof writes $S$ as $T$ with $r,s$ removed and $q,p$ added, then checks all values of the four signs. In `slater_condon_double`, `supp` and `pick` identify the possible index pairs, while `pairSum` reduces each double sum to two terms. `swapC` and `swapA` supply the minus signs, `hg` pairs equal integrals, and `ring` does the final algebra.

## The same test on bit strings

If determinants are stored as bit strings, $|S\setminus T|$ is the number of set bits in `S & ~T`. At fixed electron number, the selection rule therefore rejects a pair when `S ^ T` has more than four set bits. The phase comes from the parity of the occupied bits below each orbital, counted on the successive intermediate strings. In a finite orthonormal spin-orbital basis with at most two-body interactions, this lets a configuration-interaction program skip the elements that vanish by the selection rule without reading an integral. Elements that pass the test may still be zero for other reasons, such as spin symmetry.
